# The one-loop vacuum polarisation integral of a massive fermion vanishes at zero momentum for $0<d<2$

For $0<a<1$ and $m>0$, the function

$$f(x)=\frac{x^{a-1}\left[(1-\tfrac1a)x+m^2\right]}{(x+m^2)^2}$$

is integrable on $(0,\infty)$, and its integral is zero. Here $m$ is the fermion mass, $x=k^2$ is the squared Euclidean loop momentum, and $a=d/2$ is half the spacetime dimension. In these dimensions the one-loop photon self-energy at zero external momentum therefore vanishes. This agrees with gauge invariance, which makes the self-energy transverse: for a massive fermion it is also regular at zero momentum, and a transverse self-energy that is regular there must vanish there.

## From the fermion loop to one real variable

At zero external momentum the Dirac trace and the rotation to Euclidean momentum give, up to constants,

$$\int d^dk\;\frac{(k^2+m^2)\,\delta_{\mu\nu}-2k_\mu k_\nu}{(k^2+m^2)^2}.$$

Averaging over angles replaces $k_\mu k_\nu$ by $k^2\delta_{\mu\nu}/d$, and the numerator becomes $(1-2/d)k^2+m^2$. The radial measure supplies $k^{d-1}\,dk=\tfrac12x^{a-1}\,dx$, which leads to $f$.

```lean
import Mathlib

open MeasureTheory Set Filter Topology

namespace VacuumPolarisationZeroMomentum

noncomputable section

/-- The zero-momentum vacuum polarisation integrand in the variable `x = k²` (Euclidean),
with `a = d/2` and constant prefactors omitted. -/
def loopIntegrand (a m x : ℝ) : ℝ :=
  x ^ (a - 1) * ((1 - 1 / a) * x + m ^ 2) / (x + m ^ 2) ^ 2

/-- The corresponding integrand in the radial Euclidean momentum `k`, in dimension `d`, with the
radial weight `k^(d-1)` included and constant prefactors omitted. -/
def radialIntegrand (d m k : ℝ) : ℝ :=
  k ^ (d - 1) * ((1 - 2 / d) * k ^ 2 + m ^ 2) / (k ^ 2 + m ^ 2) ^ 2

/-- The surface term `x^a / (a (x + m²))`. -/
def surfaceTerm (a m x : ℝ) : ℝ := x ^ a / (a * (x + m ^ 2))
```

`loopIntegrand` is $f$, and `radialIntegrand` is the corresponding integrand for integration over $k$, with the constant factor from $dx=2k\,dk$ left out. All parameters are real numbers, and $x^{a-1}$ and $k^{d-1}$ are real powers, so $d$ need not be an integer. The formalisation starts from these scalar integrands: the trace, the rotation and the angular average are physical input. The Ward identity at nonzero external momentum is not treated.

The function `surfaceTerm` is $S(x)=x^a/\big(a(x+m^2)\big)$. Its derivative for $x>0$ is

$$S'(x)=\frac{x^{a-1}}{x+m^2}-\frac{x^a}{a(x+m^2)^2}
=\frac{x^{a-1}\left[x+m^2-x/a\right]}{(x+m^2)^2}=f(x).$$

```lean
/-- For `a > 0` the loop integrand is the derivative of the surface term at every `x > 0`. -/
theorem hasDerivAt_surfaceTerm {a m x : ℝ} (ha : 0 < a) (hx : 0 < x) :
    HasDerivAt (surfaceTerm a m) (loopIntegrand a m x) x := by
  have hs : x + m ^ 2 ≠ 0 := by positivity
  have h1 : HasDerivAt (fun y : ℝ => y ^ a) (a * x ^ (a - 1)) x :=
    Real.hasDerivAt_rpow_const (Or.inl hx.ne')
  have h2 : HasDerivAt (fun y : ℝ => a * (y + m ^ 2)) a x :=
    (((hasDerivAt_id' x).add_const (m ^ 2)).const_mul a).congr_deriv (mul_one a)
  have hp : x ^ a = x ^ (a - 1) * x := by
    rw [← Real.rpow_add_one hx.ne', sub_add_cancel]
  refine (h1.fun_div h2 (mul_ne_zero ha.ne' hs)).congr_deriv ?_
  unfold loopIntegrand
  rw [hp]
  generalize x ^ (a - 1) = p
  field_simp
  ring
```

The proof applies the quotient rule, writes $x^a=x^{a-1}x$, and leaves the remaining algebra to `field_simp` and `ring`. What is left is to control $S$ and $f$ at the two ends of the momentum range, and each hypothesis governs one part of that.

## Positive mass: a finite propagator at zero momentum

The mass acts as an infrared regulator. Since $m>0$, the denominator $x+m^2$ stays away from zero as $x\to0$, and $S$ is continuous there.

```lean
/-- For `a > 0` and `m > 0` the surface term is continuous at every `x ≥ 0`, including zero
momentum. -/
theorem continuousAt_surfaceTerm {a m x : ℝ} (ha : 0 < a) (hm : 0 < m) (hx : 0 ≤ x) :
    ContinuousAt (surfaceTerm a m) x := by
  have h1 : ContinuousAt (fun y : ℝ => y ^ a) x :=
    Real.continuousAt_rpow_const x a (Or.inr (by linarith))
  have h2 : ContinuousAt (fun y : ℝ => a * (y + m ^ 2)) x := by fun_prop
  exact h1.div h2 (by positivity)
```

The hypothesis `hm` is what lets `positivity` show that the denominator is nonzero at $x=0$. It returns in the integrability estimate below, where $1/(x+m^2)$ is replaced by $1/m^2$.

For $m=0$ and $0<a<1$ the integrand reduces to $(1-1/a)x^{a-2}$, which is not integrable at the origin, while $S(x)=x^{a-1}/a$ diverges there. This is a scaleless integral. Dimensional regularisation assigns it the value zero, but it does not converge to zero.

## Positive dimension: an integrable weight at small momentum

The condition $a>0$ says that the dimension is positive. By hand it is used twice near $x=0$: it makes $x^{a-1}$ integrable, and it gives $S(0)=0$.

For the first use, $|1-1/a|\le 1+1/a$ implies

$$|f(x)|\le\left(1+\frac1a\right)\frac{x^{a-1}}{x+m^2}.$$

```lean
/-- For `a > 0` and `x > 0` the absolute value of the loop integrand is at most `(1 + 1/a) x^(a-1) /
(x + m²)`. -/
theorem norm_loopIntegrand_le {a m x : ℝ} (ha : 0 < a) (hx : 0 < x) :
    ‖loopIntegrand a m x‖ ≤ (1 + 1 / a) * (x ^ (a - 1) / (x + m ^ 2)) := by
  have hi : 0 < 1 / a := by positivity
  have hM : 0 ≤ m ^ 2 := sq_nonneg m
  have hs : 0 < x + m ^ 2 := by positivity
  have hnum : |(1 - 1 / a) * x + m ^ 2| ≤ (1 + 1 / a) * (x + m ^ 2) := by
    rw [abs_le]
    constructor <;> nlinarith [mul_pos hi hx, mul_nonneg hi.le hM]
  unfold loopIntegrand
  rw [Real.norm_eq_abs, abs_div, abs_mul, abs_of_pos (Real.rpow_pos_of_pos hx _),
    abs_of_pos (pow_pos hs 2)]
  calc x ^ (a - 1) * |(1 - 1 / a) * x + m ^ 2| / (x + m ^ 2) ^ 2
      ≤ x ^ (a - 1) * ((1 + 1 / a) * (x + m ^ 2)) / (x + m ^ 2) ^ 2 := by gcongr
    _ = (1 + 1 / a) * (x ^ (a - 1) / (x + m ^ 2)) := by
      generalize x ^ (a - 1) = p
      field_simp
```

On $(0,L]$ the right-hand side is at most a constant times $x^{a-1}$, and $\int_0^Lx^{a-1}dx=L^a/a$ is finite.

```lean
/-- For `a > 0` and `m > 0` the loop integrand is integrable up to any finite cutoff `L ≥ 0` on `x =
k²`. -/
theorem integrableOn_cutoff {a m L : ℝ} (ha : 0 < a) (hm : 0 < m) (hL : 0 ≤ L) :
    IntegrableOn (loopIntegrand a m) (Ioc 0 L) := by
  have hmeas : Measurable (loopIntegrand a m) := by
    show Measurable (fun x : ℝ =>
      x ^ (a - 1) * ((1 - 1 / a) * x + m ^ 2) / (x + m ^ 2) ^ 2)
    fun_prop
  have h : IntegrableOn (fun x : ℝ => (1 + 1 / a) / m ^ 2 * x ^ (a - 1)) (Ioc 0 L) :=
    ((intervalIntegrable_iff_integrableOn_Ioc_of_le hL).1
      (intervalIntegral.intervalIntegrable_rpow' (by linarith))).const_mul _
  refine Integrable.mono' h hmeas.aestronglyMeasurable
    ((ae_restrict_iff' measurableSet_Ioc).2 (ae_of_all _ fun x hx => ?_))
  have hx0 : 0 < x := hx.1
  have hle : m ^ 2 ≤ x + m ^ 2 := by linarith
  calc ‖loopIntegrand a m x‖ ≤ (1 + 1 / a) * (x ^ (a - 1) / (x + m ^ 2)) :=
        norm_loopIntegrand_le ha hx0
    _ ≤ (1 + 1 / a) * (x ^ (a - 1) / m ^ 2) := by gcongr
    _ = (1 + 1 / a) / m ^ 2 * x ^ (a - 1) := by ring
```

Here `Integrable.mono'` is the comparison test. The fundamental theorem of calculus, together with $S(0)=0$, then gives the integral with a sharp cutoff $L$ on $x$, which is a cutoff $\sqrt L$ on $k$:

$$\int_0^Lf(x)\,dx=\frac{L^a}{a(L+m^2)}.$$

```lean
/-- For `a > 0` and `m > 0`, with a sharp cutoff `L ≥ 0` on `x = k²`, the loop integral equals the
surface term at `L`. -/
theorem integral_cutoff {a m L : ℝ} (ha : 0 < a) (hm : 0 < m) (hL : 0 ≤ L) :
    ∫ x in (0 : ℝ)..L, loopIntegrand a m x = L ^ a / (a * (L + m ^ 2)) := by
  rw [intervalIntegral.integral_eq_sub_of_hasDerivAt_of_le hL
    (fun x hx => (continuousAt_surfaceTerm ha hm hx.1).continuousWithinAt)
    (fun x hx => hasDerivAt_surfaceTerm ha hx.1)
    ((intervalIntegrable_iff_integrableOn_Ioc_of_le hL).2 (integrableOn_cutoff ha hm hL))]
  simp [surfaceTerm, Real.zero_rpow ha.ne']
```

This holds for every $a>0$, so it also covers $d=4$, where $a=2$ and the result is $L^2/\big(2(L+m^2)\big)$. That grows like $L/2$, the familiar quadratic divergence in the momentum cutoff. For this one-loop integral, the formula measures how far a sharp cutoff is from respecting gauge invariance.

For $a<0$ the integrand behaves like $x^{a-1}/m^2$ near the origin and is no longer integrable.

## Dimension below two: no contribution from infinite momentum

The condition $a<1$, or $d<2$, is the ultraviolet one. By hand it also enters twice. The bound on $|f|$ gives at most a constant times $x^{a-2}$ for $x\ge1$, and $\int_1^\infty x^{a-2}dx=1/(1-a)$ is finite. The surface term vanishes at infinity because

$$0\le S(x)\le\frac{x^{a-1}}{a}\longrightarrow0.$$

```lean
/-- For `0 < a < 1` the surface term vanishes at infinite momentum. -/
theorem tendsto_surfaceTerm {a m : ℝ} (ha : 0 < a) (ha1 : a < 1) :
    Tendsto (surfaceTerm a m) atTop (𝓝 0) := by
  have hg : Tendsto (fun x : ℝ => x ^ (-(1 - a)) / a) atTop (𝓝 0) := by
    simpa using (tendsto_rpow_neg_atTop (sub_pos.2 ha1)).div_const a
  refine squeeze_zero' ?_ ?_ hg
  · filter_upwards [eventually_gt_atTop (0 : ℝ)] with x hx
    unfold surfaceTerm
    positivity
  · filter_upwards [eventually_gt_atTop (0 : ℝ)] with x hx
    have hp : x ^ a = x ^ (a - 1) * x := by
      rw [← Real.rpow_add_one hx.ne', sub_add_cancel]
    have hpos : 0 < x ^ (a - 1) := Real.rpow_pos_of_pos hx _
    have hextra : 0 ≤ x ^ (a - 1) * (a * m ^ 2) := by positivity
    unfold surfaceTerm
    rw [neg_sub, hp, div_le_div_iff₀ (by positivity) ha]
    nlinarith [hextra]
```

The proof is this squeeze, with `squeeze_zero'` applied to the same upper bound. Both ends of the range now contribute nothing:

$$\int_0^\infty f(x)\,dx=\lim_{x\to\infty}S(x)-S(0)=0.$$

```lean
/-- For `0 < a < 1` and `m > 0` the zero-momentum vacuum polarisation integrand is
integrable on `(0, ∞)` and its integral is zero. -/
theorem vacuumPolarisation_zero {a m : ℝ} (ha : 0 < a) (ha1 : a < 1) (hm : 0 < m) :
    IntegrableOn (loopIntegrand a m) (Ioi 0) ∧
      ∫ x in Ioi (0 : ℝ), loopIntegrand a m x = 0 := by
  have hmeas : Measurable (loopIntegrand a m) := by
    show Measurable (fun x : ℝ =>
      x ^ (a - 1) * ((1 - 1 / a) * x + m ^ 2) / (x + m ^ 2) ^ 2)
    fun_prop
  -- the large-momentum tail is dominated by `x^(a-2)`
  have htail : IntegrableOn (loopIntegrand a m) (Ioi 1) := by
    have h : IntegrableOn (fun x : ℝ => (1 + 1 / a) * x ^ (a - 1 - 1)) (Ioi 1) :=
      (integrableOn_Ioi_rpow_of_lt (by linarith) one_pos).const_mul _
    refine Integrable.mono' h hmeas.aestronglyMeasurable
      ((ae_restrict_iff' measurableSet_Ioi).2 (ae_of_all _ fun x hx => ?_))
    have hx0 : 0 < x := lt_trans one_pos hx
    have hle : x ≤ x + m ^ 2 := by linarith [sq_nonneg m]
    rw [Real.rpow_sub_one hx0.ne' (a - 1)]
    refine (norm_loopIntegrand_le ha hx0).trans ?_
    gcongr
  have hint : IntegrableOn (loopIntegrand a m) (Ioi 0) := by
    rw [← Ioc_union_Ioi_eq_Ioi (zero_le_one' ℝ)]
    exact (integrableOn_cutoff ha hm zero_le_one).union htail
  refine ⟨hint, ?_⟩
  -- both boundary values of the surface term vanish
  rw [integral_Ioi_of_hasDerivAt_of_tendsto
    (continuousAt_surfaceTerm ha hm le_rfl).continuousWithinAt
    (fun x hx => hasDerivAt_surfaceTerm ha hx) hint (tendsto_surfaceTerm ha ha1)]
  simp [surfaceTerm, Real.zero_rpow ha.ne']
```

In the theorem, `Ioi 0` is $(0,\infty)$ and `IntegrableOn` means absolute integrability in the Lebesgue sense. This first half of the conclusion matters because Lean gives the integral of a non-integrable function the value zero; here the zero comes from a convergent integral. The proof splits the range at $x=1$, uses `integrableOn_cutoff` below and the power bound above, and then applies the fundamental theorem on a half-line.

The result carries over to the radial momentum. With $x=k^2$ and $a=d/2$,

$$f(x)\,dx=2\,\frac{k^{d-1}\left[(1-\tfrac2d)k^2+m^2\right]}{(k^2+m^2)^2}\,dk,$$

so the radial integral is half of the integral over $x$, and it vanishes too.

```lean
/-- For `m > 0`, in every real dimension `0 < d < 2` the radial momentum integrand is integrable and
its integral over all `k > 0` is zero. -/
theorem vacuumPolarisation_zero_radial {d m : ℝ} (hd : 0 < d) (hd2 : d < 2) (hm : 0 < m) :
    IntegrableOn (radialIntegrand d m) (Ioi 0) ∧
      ∫ k in Ioi (0 : ℝ), radialIntegrand d m k = 0 := by
  obtain ⟨hint, hzero⟩ :=
    vacuumPolarisation_zero (a := d / 2) (by linarith) (by linarith) hm
  -- the substitution `x = k²`
  have key : ∀ k ∈ Ioi (0 : ℝ), (2 * k ^ ((2 : ℝ) - 1)) •
      loopIntegrand (d / 2) m (k ^ (2 : ℝ)) = 2 * radialIntegrand d m k := by
    intro k hk
    have hk0 : 0 < k := hk
    have hp : k ^ (d - 1) = k * (k ^ 2) ^ (d / 2 - 1) := by
      rw [← Real.rpow_natCast k 2, ← Real.rpow_mul hk0.le, mul_comm k,
        ← Real.rpow_add_one hk0.ne']
      congr 1
      push_cast
      ring
    rw [Real.rpow_two, smul_eq_mul, show (2 : ℝ) - 1 = 1 by norm_num, Real.rpow_one]
    unfold radialIntegrand loopIntegrand
    rw [hp, one_div_div]
    ring
  constructor
  · have hI := (integrableOn_Ioi_comp_rpow_iff (loopIntegrand (d / 2) m)
      (two_ne_zero : (2 : ℝ) ≠ 0)).2 hint
    simp only [abs_two] at hI
    have h2 : IntegrableOn (fun k => 2 * radialIntegrand d m k) (Ioi 0) :=
      hI.congr_fun key measurableSet_Ioi
    refine IntegrableOn.congr_fun (h2.const_mul (1 / 2 : ℝ)) (fun k _ => ?_) measurableSet_Ioi
    show 1 / 2 * (2 * radialIntegrand d m k) = radialIntegrand d m k
    ring
  · have h := integral_comp_rpow_Ioi_of_pos (g := loopIntegrand (d / 2) m)
      (p := (2 : ℝ)) two_pos
    rw [setIntegral_congr_fun measurableSet_Ioi key, integral_const_mul, hzero] at h
    linarith
```

The step `key` is this identity between integrands. Mathlib's change-of-variables results for powers then transfer both integrability and the value.

For $a>1$ the cutoff formula grows like $L^{a-1}/a$, so the integral diverges. Dimensional regularisation defines its value there by analytic continuation in $d$, and the continuation of a function that is zero on $0<d<2$ is zero. That last step is an argument about the regularised theory, added here to the theorems about convergent integrals.

The borderline case $a=1$ is different again. The coefficient of $x$ in the numerator vanishes, which leaves

$$f(x)=\frac{m^2}{(x+m^2)^2},\qquad S(x)=\frac{x}{x+m^2}=1-\frac{m^2}{x+m^2}\longrightarrow1.$$

The integral converges, but its value is one. This is not the gauge-invariant self-energy, which vanishes at zero momentum in two dimensions as well. At $d=2$ the tensor integral is not absolutely convergent, and averaging over angles before integrating over the radius is a choice that breaks gauge invariance.

```lean
/-- For `m > 0` and `a = 1`, that is `d = 2`, the integrand is integrable on `(0, ∞)` and its
integral is one. -/
theorem vacuumPolarisation_two_dim {m : ℝ} (hm : 0 < m) :
    IntegrableOn (loopIntegrand 1 m) (Ioi 0) ∧
      ∫ x in Ioi (0 : ℝ), loopIntegrand 1 m x = 1 := by
  have hcont : ContinuousWithinAt (surfaceTerm 1 m) (Ici 0) 0 :=
    (continuousAt_surfaceTerm one_pos hm le_rfl).continuousWithinAt
  have hderiv : ∀ x ∈ Ioi (0 : ℝ), HasDerivAt (surfaceTerm 1 m) (loopIntegrand 1 m x) x :=
    fun x hx => hasDerivAt_surfaceTerm one_pos hx
  have hpos : ∀ x ∈ Ioi (0 : ℝ), 0 ≤ loopIntegrand 1 m x := by
    intro x hx
    have hx0 : 0 < x := hx
    unfold loopIntegrand
    rw [show (1 : ℝ) - 1 / 1 = 0 by norm_num]
    positivity
  -- the surface term now survives at infinity
  have hlim : Tendsto (surfaceTerm 1 m) atTop (𝓝 1) := by
    have h0 : Tendsto (fun x : ℝ => m ^ 2 / (x + m ^ 2)) atTop (𝓝 0) :=
      Tendsto.div_atTop tendsto_const_nhds
        (tendsto_atTop_add_const_right _ _ tendsto_id)
    have h1 : Tendsto (fun x : ℝ => 1 - m ^ 2 / (x + m ^ 2)) atTop (𝓝 1) := by
      simpa using h0.const_sub 1
    refine h1.congr' ?_
    filter_upwards [eventually_gt_atTop (0 : ℝ)] with x hx
    have hs : x + m ^ 2 ≠ 0 := by positivity
    unfold surfaceTerm
    rw [Real.rpow_one, one_mul, eq_div_iff hs, sub_mul, div_mul_cancel₀ _ hs]
    ring
  refine ⟨integrableOn_Ioi_deriv_of_nonneg hcont hderiv hpos hlim, ?_⟩
  rw [integral_Ioi_of_hasDerivAt_of_nonneg hcont hderiv hpos hlim]
  simp [surfaceTerm]

end

end VacuumPolarisationZeroMomentum
```

```lean
#print axioms VacuumPolarisationZeroMomentum.integral_cutoff
#print axioms VacuumPolarisationZeroMomentum.vacuumPolarisation_zero
#print axioms VacuumPolarisationZeroMomentum.vacuumPolarisation_zero_radial
#print axioms VacuumPolarisationZeroMomentum.vacuumPolarisation_two_dim
```

```
'VacuumPolarisationZeroMomentum.integral_cutoff' depends on axioms: [propext, Classical.choice, Quot.sound]
'VacuumPolarisationZeroMomentum.vacuumPolarisation_zero' depends on axioms: [propext, Classical.choice, Quot.sound]
'VacuumPolarisationZeroMomentum.vacuumPolarisation_zero_radial' depends on axioms: [propext, Classical.choice, Quot.sound]
'VacuumPolarisationZeroMomentum.vacuumPolarisation_two_dim' depends on axioms: [propext, Classical.choice, Quot.sound]
```

Since the integrand at $a=1$ is nonnegative and $S$ has a finite limit, `integrableOn_Ioi_deriv_of_nonneg` gives integrability without a separate bound. The condition $a<1$ is sharp for the value zero, not for convergence at $a=1$: the integral still converges at $d=2$, but its value jumps from zero to one. For $a<1$ the integrand is negative beyond $x=am^2/(1-a)$, and this negative tail balances the positive part. As $a\to1$ the tail moves off to infinite momentum, and at $a=1$ it is absent.

## The tensor integral as a starting point

The statement could also have been modelled with the tensor integrand on $\mathbb R^n$, before any angular average. The replacement of $k_\mu k_\nu$ by $k^2\delta_{\mu\nu}/n$ would then be something to prove, and the total derivative would appear in vector form:

$$\frac{\partial}{\partial k_\mu}\frac{k_\nu}{k^2+m^2}
=\frac{(k^2+m^2)\,\delta_{\mu\nu}-2k_\mu k_\nu}{(k^2+m^2)^2}.$$

The price is that $n$ must be a positive integer, and the only one below two is $n=1$. The scalar model takes the angular average as given and in return treats $d$ as a continuous parameter, which is what dimensional regularisation needs.
